# For $n$ inputs of norm at most $B$, predictive variances in sequential ridge regression, in units of the noise variance and truncated at one, sum to at most $2d\log(1+nB^2/(d\lambda))$

## Information matrix and predictive variance

Let $z_0,z_1,\dots$ be vectors in $\mathbb R^d$, and let $\lambda>0$. The information matrix starts at $A_0=\lambda I$ and grows by one rank-one term per input:

$$A_{t+1}=A_t+z_tz_t^{\mathsf T},\qquad v_t=z_t^{\mathsf T}A_t^{-1}z_t .$$

Time is counted from zero, so $A_t$ contains the inputs $z_0,\dots,z_{t-1}$, and $v_t$ is evaluated before $z_t$ is absorbed.

These quantities arise in a linear model $y_t=\theta\cdot z_t+\varepsilon_t$ with independent Gaussian noise of known variance $\sigma^2$ and a Gaussian prior on $\theta$ with mean zero and covariance $(\sigma^2/\lambda)I$. After the first $t$ observations the posterior covariance is $\sigma^2A_t^{-1}$, so $v_t$ is the variance of the prediction $\theta\cdot z_t$ in units of the noise variance. The constant $\lambda$ measures how tightly the prior holds the parameters near zero; it is also the ridge parameter.

In Lean the dimension is a natural number `d`, a vector is a function `Fin d → ℝ`, and $\lambda$ is written `lam`. The code contains the matrices and inputs only; the noise model is their interpretation.

```lean
import Mathlib

open Matrix

namespace CumulativeUncertainty

noncomputable section

variable {d : ℕ}
```

The recursion is transcribed directly, with `vecMulVec (z t) (z t)` for $z_tz_t^{\mathsf T}$.

```lean
/-- The information matrix: it starts as `lam` times the identity, and each input `z t`
adds the rank-one term `z t (z t)ᵀ`. -/
def infoMatrix (lam : ℝ) (z : ℕ → Fin d → ℝ) : ℕ → Matrix (Fin d) (Fin d) ℝ
  | 0 => lam • (1 : Matrix (Fin d) (Fin d) ℝ)
  | t + 1 => infoMatrix lam z t + vecMulVec (z t) (z t)
```

The quadratic form $v_t$ becomes `variance lam z t`, where `⬝ᵥ` is the dot product and `*ᵥ` applies a matrix to a vector.

```lean
/-- The predictive variance of the input `z t`, computed from the information matrix
before that input is absorbed. -/
def variance (lam : ℝ) (z : ℕ → Fin d → ℝ) (t : ℕ) : ℝ :=
  z t ⬝ᵥ (infoMatrix lam z t)⁻¹ *ᵥ z t
```

## Positivity

For $x\neq0$,

$$x^{\mathsf T}A_{t+1}x=x^{\mathsf T}A_tx+(z_t\cdot x)^2>0$$

whenever $A_t$ is positive definite, and $x^{\mathsf T}A_0x=\lambda|x|^2>0$. By induction every $A_t$ is positive definite, and therefore invertible. The Lean induction writes the added term as $R^{\mathsf T}R$, where $R$ is the single row $z_t^{\mathsf T}$; such a product is positive semidefinite.

```lean
/-- The information matrix is positive definite at every step. -/
theorem infoMatrix_posDef {lam : ℝ} (hl : 0 < lam) (z : ℕ → Fin d → ℝ) (t : ℕ) :
    (infoMatrix lam z t).PosDef := by
  induction t with
  | zero => exact Matrix.PosDef.one.smul hl
  | succ t ih =>
    -- the rank-one term is a Gram matrix, hence positive semidefinite
    let R : Matrix (Fin 1) (Fin d) ℝ := Matrix.of fun _ j => z t j
    have h : vecMulVec (z t) (z t) = Rᴴ * R := by
      ext i j
      simp [R, Matrix.mul_apply, vecMulVec_apply]
    have hR : (vecMulVec (z t) (z t)).PosSemidef := by
      rw [h]
      exact posSemidef_conjTranspose_mul_self R
    exact ih.add_posSemidef hR
```

The inverse of a positive definite matrix is positive definite, which gives $v_t\ge0$.

```lean
/-- The predictive variance is nonnegative. -/
theorem variance_nonneg {lam : ℝ} (hl : 0 < lam) (z : ℕ → Fin d → ℝ) (t : ℕ) :
    0 ≤ variance lam z t := by
  have h := (infoMatrix_posDef hl z t).inv.posSemidef.dotProduct_mulVec_nonneg (z t)
  rw [star_trivial] at h
  exact h
```

## The determinant records the variances

For an invertible matrix $A$ and a vector $v$, factor out $A$ and use $\det(I+CR)=\det(I+RC)$ with the column $C=A^{-1}v$ and the row $R=v^{\mathsf T}$:

$$\det(A+vv^{\mathsf T})=\det A\,\det(I+A^{-1}vv^{\mathsf T})=\det A\,(1+v^{\mathsf T}A^{-1}v).$$

The second determinant has become that of a $1\times1$ matrix. In the code `C` is the column $v$ itself, so the column $A^{-1}v$ appears as `A⁻¹ * C`; `h1` is the factorisation, `h2` evaluates the single entry, and `Matrix.det_one_add_mul_comm` exchanges the factors.

```lean
/-- Adding `v vᵀ` to an invertible matrix `A` multiplies its determinant by
`1 + vᵀ A⁻¹ v`. -/
theorem det_add_rank_one (A : Matrix (Fin d) (Fin d) ℝ) (hA : IsUnit A.det)
    (v : Fin d → ℝ) :
    (A + vecMulVec v v).det = A.det * (1 + v ⬝ᵥ A⁻¹ *ᵥ v) := by
  let C : Matrix (Fin d) (Fin 1) ℝ := Matrix.of fun i _ => v i
  let R : Matrix (Fin 1) (Fin d) ℝ := Matrix.of fun _ j => v j
  have h1 : A + vecMulVec v v = A * (1 + (A⁻¹ * C) * R) := by
    have hCR : vecMulVec v v = C * R := by
      ext i j
      simp [C, R, Matrix.mul_apply, vecMulVec_apply]
    rw [hCR, Matrix.mul_add, Matrix.mul_one, ← Matrix.mul_assoc, ← Matrix.mul_assoc,
      Matrix.mul_nonsing_inv A hA, Matrix.one_mul]
  have h2 : (1 + R * (A⁻¹ * C) : Matrix (Fin 1) (Fin 1) ℝ) 0 0 =
      1 + v ⬝ᵥ A⁻¹ *ᵥ v := by
    simp [C, R, Matrix.mul_apply, dotProduct, Matrix.mulVec]
  -- exchange the factors to reduce to a one-by-one determinant
  rw [h1, Matrix.det_mul, Matrix.det_one_add_mul_comm, Matrix.det_fin_one, h2]
```

Applied at each step, this gives $\det A_{t+1}=\det A_t\,(1+v_t)$. Since $\det A_0=\lambda^d$, taking logarithms yields

$$\log\det A_n=d\log\lambda+\sum_{t=0}^{n-1}\log(1+v_t).$$

The induction below adds one term of the sum at a time. Positivity of the determinant and of $1+v_t$ permits splitting the logarithm of the product. `Finset.range n` is the index set $0,\dots,n-1$.

```lean
/-- The log-determinant of the information matrix is its initial value plus the sum of
`log (1 + variance)` over the inputs absorbed so far. -/
theorem log_det_infoMatrix {lam : ℝ} (hl : 0 < lam) (z : ℕ → Fin d → ℝ) (n : ℕ) :
    Real.log (infoMatrix lam z n).det =
      d * Real.log lam + ∑ t ∈ Finset.range n, Real.log (1 + variance lam z t) := by
  induction n with
  | zero =>
    have h : (infoMatrix lam z 0).det = lam ^ d := by
      simp [infoMatrix]
    rw [h, Real.log_pow]
    simp
  | succ n ih =>
    have hp := (infoMatrix_posDef hl z n).det_pos
    have hv := variance_nonneg hl z n
    have h : (infoMatrix lam z (n + 1)).det =
        (infoMatrix lam z n).det * (1 + variance lam z n) :=
      det_add_rank_one _ hp.ne'.isUnit _
    rw [h, Real.log_mul hp.ne' (by linarith), ih, Finset.sum_range_succ, add_assoc]
```

## The trace limits the determinant

Let $A$ be positive definite with eigenvalues $a_1,\dots,a_d$, and let $m=\operatorname{tr}A/d$ be their mean. From $\log x\le x-1$ with $x=a_i/m$,

$$\log a_i\le\log m+\frac{a_i}{m}-1.$$

Summing over $i$ gives

$$\log\det A\le d\log m+\frac{\operatorname{tr}A}{m}-d=d\log\frac{\operatorname{tr}A}{d}.$$

In Lean, `hdet` and `htr` express the determinant and trace through the eigenvalues, `hle` is the summed inequality, and `hq` supplies $\operatorname{tr}A/m=d$.

```lean
/-- For a positive definite matrix in dimension `d ≥ 1`, the log-determinant is at most
`d` times the logarithm of the mean eigenvalue `tr A / d`. -/
theorem log_det_le (hd : 1 ≤ d) {A : Matrix (Fin d) (Fin d) ℝ} (hA : A.PosDef) :
    Real.log A.det ≤ d * Real.log (A.trace / d) := by
  have hH := hA.isHermitian
  have hpos : ∀ i, 0 < hH.eigenvalues i := fun i => hA.eigenvalues_pos i
  have hdet : A.det = ∏ i, hH.eigenvalues i := by
    simpa using hH.det_eq_prod_eigenvalues
  have htr : A.trace = ∑ i, hH.eigenvalues i := by
    simpa using hH.trace_eq_sum_eigenvalues
  have hd0 : (0 : ℝ) < d := by exact_mod_cast hd
  have ht : 0 < A.trace := by
    rw [htr]
    exact Finset.sum_pos (fun i _ => hpos i) ⟨⟨0, hd⟩, Finset.mem_univ _⟩
  obtain ⟨m, hm⟩ : ∃ m, m = A.trace / d := ⟨_, rfl⟩
  have hm0 : 0 < m := by rw [hm]; positivity
  have hlog : Real.log (∏ i, hH.eigenvalues i) = ∑ i, Real.log (hH.eigenvalues i) := by
    apply Real.log_prod
    intro i _
    exact (hpos i).ne'
  -- compare each eigenvalue with the mean through log x ≤ x - 1
  have hle : ∑ i, Real.log (hH.eigenvalues i) ≤
      ∑ i, (Real.log m + (hH.eigenvalues i / m - 1)) := by
    apply Finset.sum_le_sum
    intro i _
    have h := Real.log_le_sub_one_of_pos (div_pos (hpos i) hm0)
    rw [Real.log_div (hpos i).ne' hm0.ne'] at h
    linarith
  have hs : ∑ i, (Real.log m + (hH.eigenvalues i / m - 1)) =
      d * Real.log m + (A.trace / m - d) := by
    rw [Finset.sum_add_distrib, Finset.sum_sub_distrib, ← Finset.sum_div, ← htr]
    simp
  have hq : A.trace / m = d := by
    rw [div_eq_iff hm0.ne', hm]
    field_simp
  rw [hdet, hlog, ← hm]
  linarith
```

Since $\operatorname{tr}(z_tz_t^{\mathsf T})=z_t\cdot z_t$, the trace of the information matrix is

$$\operatorname{tr}A_n=d\lambda+\sum_{t=0}^{n-1}|z_t|^2.$$

```lean
/-- The trace of the information matrix is `d lam` plus the summed squared lengths of
the inputs. -/
theorem trace_infoMatrix (lam : ℝ) (z : ℕ → Fin d → ℝ) (n : ℕ) :
    (infoMatrix lam z n).trace = d * lam + ∑ t ∈ Finset.range n, z t ⬝ᵥ z t := by
  induction n with
  | zero => simp [infoMatrix, Matrix.trace_smul, mul_comm]
  | succ n ih =>
    have h : (vecMulVec (z n) (z n)).trace = z n ⬝ᵥ z n := rfl
    rw [infoMatrix, Matrix.trace_add, h, ih, Finset.sum_range_succ, add_assoc]
```

## From logarithms to truncated variances

For $x\ge0$, the inequality $\log y\ge1-1/y$ at $y=1+x$ gives

$$2\log(1+x)\ge\frac{2x}{1+x}.$$

If $x\le1$, then $1+x\le2$ and the right side is at least $x$. If $x\ge1$, then $2x\ge1+x$ and it is at least $1$. In both cases $\min(1,x)\le2\log(1+x)$. The Lean proof makes the same case distinction with `le_total x 1`.

```lean
/-- A nonnegative variance truncated at one is at most `2 log (1 + x)`. -/
theorem min_one_le_two_log {x : ℝ} (hx : 0 ≤ x) : min 1 x ≤ 2 * Real.log (1 + x) := by
  have hp : 0 < 1 + x := by linarith
  have h := Real.one_sub_inv_le_log_of_pos hp
  have h2 : min 1 x ≤ 2 * (1 - (1 + x)⁻¹) := by
    have e : 2 * (1 - (1 + x)⁻¹) = 2 * x / (1 + x) := by
      field_simp
      ring
    rw [e, le_div_iff₀ hp]
    rcases le_total x 1 with h1 | h1
    · rw [min_eq_right h1]
      nlinarith
    · rw [min_eq_left h1]
      linarith
  linarith
```

## The cumulative bound

Suppose $d\ge1$, $\lambda>0$ and $|z_t|\le B$ for all $t<n$. Then $\operatorname{tr}A_n\le d\lambda+nB^2$, and the preceding results combine to

$$\begin{aligned}
\sum_{t=0}^{n-1}\min(1,v_t)
&\le2\sum_{t=0}^{n-1}\log(1+v_t)
=2\left(\log\det A_n-d\log\lambda\right)\\
&\le2d\log\frac{\operatorname{tr}A_n}{d\lambda}
\le2d\log\left(1+\frac{nB^2}{d\lambda}\right).
\end{aligned}$$

In the theorem, `hd` and `hl` are the conditions on $d$ and $\lambda$, and `hz` bounds the length of the first $n$ inputs only. The length is written `√(z t ⬝ᵥ z t)` because Mathlib's default norm on `Fin d → ℝ` is the largest absolute component, not the Euclidean length. The sequence is otherwise arbitrary, so an input may have been chosen in the light of earlier data.

The proof's `h1` is the first inequality of the display, `h2` the determinant identity and `h3` the trace bound on the determinant. The facts `hsum` and `hle` insert the bound on the input lengths, and the final `linarith` assembles the chain.

```lean
/-- **Cumulative uncertainty bound.** For `n` inputs of Euclidean norm at most `B`, the
predictive variances truncated at one sum to at most `2 d log (1 + n B² / (d lam))`. -/
theorem sum_min_variance_le (hd : 1 ≤ d) {lam B : ℝ} (hl : 0 < lam)
    (z : ℕ → Fin d → ℝ) (n : ℕ) (hz : ∀ t < n, √(z t ⬝ᵥ z t) ≤ B) :
    ∑ t ∈ Finset.range n, min 1 (variance lam z t) ≤
      2 * d * Real.log (1 + n * B ^ 2 / (d * lam)) := by
  have hd0 : (0 : ℝ) < d := by exact_mod_cast hd
  have h1 : ∑ t ∈ Finset.range n, min 1 (variance lam z t) ≤
      2 * ∑ t ∈ Finset.range n, Real.log (1 + variance lam z t) := by
    rw [Finset.mul_sum]
    exact Finset.sum_le_sum fun t _ => min_one_le_two_log (variance_nonneg hl z t)
  have h2 := log_det_infoMatrix hl z n
  have h3 := log_det_le hd (infoMatrix_posDef hl z n)
  -- the trace grows at most linearly in the number of inputs
  have hsum : ∑ t ∈ Finset.range n, z t ⬝ᵥ z t ≤ n * B ^ 2 := by
    calc ∑ t ∈ Finset.range n, z t ⬝ᵥ z t ≤ ∑ _t ∈ Finset.range n, B ^ 2 :=
          Finset.sum_le_sum fun t ht =>
            (Real.sqrt_le_iff.mp (hz t (Finset.mem_range.mp ht))).2
      _ = n * B ^ 2 := by simp
  have hsum0 : 0 ≤ ∑ t ∈ Finset.range n, z t ⬝ᵥ z t :=
    Finset.sum_nonneg fun t _ => Finset.sum_nonneg fun i _ => mul_self_nonneg (z t i)
  have htr := trace_infoMatrix lam z n
  have hdl : 0 < d * lam := mul_pos hd0 hl
  have ht0 : 0 < (infoMatrix lam z n).trace / d := div_pos (by linarith) hd0
  have hq : 0 < 1 + n * B ^ 2 / (d * lam) := by positivity
  have hle : (infoMatrix lam z n).trace / d ≤ lam * (1 + n * B ^ 2 / (d * lam)) := by
    have e : lam * (1 + n * B ^ 2 / (d * lam)) = (d * lam + n * B ^ 2) / d := by
      field_simp
    rw [e]
    exact div_le_div_of_nonneg_right (by linarith) hd0.le
  have h4 := Real.log_le_log ht0 hle
  rw [Real.log_mul hl.ne' hq.ne'] at h4
  have h5 := mul_le_mul_of_nonneg_left h4 hd0.le
  linarith
```

For fixed $d$, $\lambda$ and $B$ the bound grows logarithmically with $n$. In simulation practice it applies to sequential fitting of a model that is linear in finitely many parameters, such as an interatomic potential whose energy is a linear combination of fixed descriptors, provided that every input in the sequence is absorbed. It limits the accumulated truncated model variance, not the actual prediction error, and it does not make each late variance small: an input orthogonal to all earlier inputs still has $v_t=|z_t|^2/\lambda$.

The smallest nontrivial case is $d=n=1$ with $|z_0|=B$. Writing $x=B^2/\lambda$, the statement reduces to the scalar inequality $\min(1,x)\le2\log(1+x)$. For $n=0$ both sides are zero.

If the input lengths are not restricted at all, logarithmic growth can fail. Take $d=1$, $\lambda=1$ and $z_t=2^{t/2}$. Then $A_t=1+(1+2+\dots+2^{t-1})=2^t$, so $v_t=1$ at every step and the sum equals $n$. For any fixed $B$, this exceeds $2\log(1+nB^2)$ once $n$ is large enough. This growing sequence is worked by hand and is not part of the Lean code.

## How often the variance can be large

An input with $v_t\ge1$ has a model variance at least as large as the noise variance. It contributes exactly $1$ to the truncated sum, while every other input contributes a nonnegative amount. Hence

$$\#\{t<n:v_t\ge1\}\le\sum_{t=0}^{n-1}\min(1,v_t)\le2d\log\left(1+\frac{nB^2}{d\lambda}\right).$$

The Lean proof turns the cardinality into a sum of zeros and ones and compares it term by term, with `split_ifs` separating the two kinds of input.

```lean
/-- If the first `n` inputs have Euclidean norm at most `B`, the number of them with predictive
variance at least one is at most `2 d log (1 + n B² / (d lam))`. -/
theorem card_large_variance_le (hd : 1 ≤ d) {lam B : ℝ} (hl : 0 < lam)
    (z : ℕ → Fin d → ℝ) (n : ℕ) (hz : ∀ t < n, √(z t ⬝ᵥ z t) ≤ B) :
    (((Finset.range n).filter fun t => 1 ≤ variance lam z t).card : ℝ) ≤
      2 * d * Real.log (1 + n * B ^ 2 / (d * lam)) := by
  refine le_trans ?_ (sum_min_variance_le hd hl z n hz)
  rw [Finset.card_filter, Nat.cast_sum]
  apply Finset.sum_le_sum
  intro t _
  have hv := variance_nonneg hl z t
  split_ifs with h
  · simp [h]
  · simp [hv]
```

## Summed standard deviations

Put $s_t=\min(1,\sqrt{v_t})$, so that $s_t^2=\min(1,v_t)$. By the Cauchy–Schwarz inequality,

$$\left(\sum_{t=0}^{n-1}s_t\right)^2\le n\sum_{t=0}^{n-1}s_t^2\le n\cdot2d\log\left(1+\frac{nB^2}{d\lambda}\right),$$

and taking the square root gives the bound on the standard deviations, again in units of the noise. In the code `sq_sum_le_card_mul_sum_sq` is the Cauchy–Schwarz step. The last lines prove $s_t^2\le\min(1,v_t)$, the only direction of the equality that the argument uses.

```lean
/-- For `n` inputs of Euclidean norm at most `B`, the predictive standard deviations truncated at
one sum to at most `√(n · 2 d log (1 + n B² / (d lam)))`. -/
theorem sum_min_deviation_le (hd : 1 ≤ d) {lam B : ℝ} (hl : 0 < lam)
    (z : ℕ → Fin d → ℝ) (n : ℕ) (hz : ∀ t < n, √(z t ⬝ᵥ z t) ≤ B) :
    ∑ t ∈ Finset.range n, min 1 (√(variance lam z t)) ≤
      √(n * (2 * d * Real.log (1 + n * B ^ 2 / (d * lam)))) := by
  apply Real.le_sqrt_of_sq_le
  -- Cauchy-Schwarz, then the bound on the truncated variances
  have h1 := sq_sum_le_card_mul_sum_sq (s := Finset.range n)
    (f := fun t => min 1 (√(variance lam z t)))
  rw [Finset.card_range] at h1
  refine h1.trans (mul_le_mul_of_nonneg_left ?_ (Nat.cast_nonneg n))
  refine le_trans (Finset.sum_le_sum fun t _ => ?_) (sum_min_variance_le hd hl z n hz)
  have h0 : 0 ≤ min 1 (√(variance lam z t)) := le_min zero_le_one (Real.sqrt_nonneg _)
  have ha : min 1 (√(variance lam z t)) ≤ 1 := min_le_left _ _
  have hb : min 1 (√(variance lam z t)) ≤ √(variance lam z t) := min_le_right _ _
  have hs := Real.sq_sqrt (variance_nonneg hl z t)
  exact le_min (by nlinarith) (by nlinarith)

end

end CumulativeUncertainty
```

```lean
#print axioms CumulativeUncertainty.sum_min_variance_le
-- 'CumulativeUncertainty.sum_min_variance_le' depends on axioms: [propext, Classical.choice, Quot.sound]
#print axioms CumulativeUncertainty.card_large_variance_le
-- 'CumulativeUncertainty.card_large_variance_le' depends on axioms: [propext, Classical.choice, Quot.sound]
#print axioms CumulativeUncertainty.sum_min_deviation_le
-- 'CumulativeUncertainty.sum_min_deviation_le' depends on axioms: [propext, Classical.choice, Quot.sound]
```
